# The annihilation operator acts as d/db on polynomials in the creation operator applied to the vacuum

For a single bosonic mode, the lemma says that annihilating a quantum in a state P(b)v, built from the vacuum v by a polynomial in the creation operator b, gives P′(b)v. Here `a` and `b` are linear maps defined on the whole of a complex inner product space, with ab − ba = 1 and av = 0, and P is any polynomial with complex coefficients. The vector v need not be normalised, and b is not assumed to be the adjoint of a. The attempt first turns the commutator into the pointwise rule a(bx) = b(ax) + x, then proves by induction that a bⁿ⁺¹v = (n+1)bⁿv, and finally extends this to all polynomials through sums and monomials.

Lean 4 with Mathlib refuses this proof:

```lean
import Mathlib

open Polynomial ComplexConjugate

namespace StellarRepresentation

noncomputable section

variable {V : Type*} [NormedAddCommGroup V] [InnerProductSpace ℂ V]

/-- On states `P(b) v` built on the vacuum `v`, the annihilation operator differentiates `P`. -/
theorem annihilation_eq_derivative {a b : Module.End ℂ V} {v : V}
    (hab : a * b - b * a = 1) (hv : a v = 0) (P : ℂ[X]) :
    a (aeval b P v) = aeval b (derivative P) v := by
  have hc : ∀ x, a (b x) = b (a x) + x := by
    intro x
    have h := LinearMap.congr_fun hab x
    simp only [LinearMap.sub_apply, Module.End.mul_apply, Module.End.one_apply] at h
    rw [← h]
    abel
  -- the ladder relation on the number states
  have ladder : ∀ n : ℕ, a ((b ^ (n + 1)) v) = ((n : ℂ) + 1) • (b ^ n) v := by
    intro n
    induction n with
    | zero => simp [hc, hv]
    | succ k ih =>
      have hb : b ((b ^ k) v) = (b ^ (k + 1)) v := by
        rw [pow_succ', Module.End.mul_apply]
      rw [pow_succ' b (k + 1), Module.End.mul_apply, hc, ih, map_smul, hb]
      push_cast
      module
  induction P using Polynomial.induction_on' with
  | add p q hp hq => simp only [map_add, LinearMap.add_apply, hp, hq]
  | monomial n s =>
    cases n with
    | zero => simp [hv]
    | succ k =>
      rw [derivative_monomial, aeval_monomial, aeval_monomial]
      simp only [Module.End.mul_apply, Module.algebraMap_end_apply, map_smul, ladder,
        Nat.add_sub_cancel]
      push_cast
      module

end

end StellarRepresentation
```

Compiling this gives:

```
Try this:
  [apply] abel_nf
Main.lean:15:42: error: unsolved goals
V : Type u_1
inst✝¹ : NormedAddCommGroup V
inst✝ : InnerProductSpace ℂ V
a b : Module.End ℂ V
v : V
hab : a * b - b * a = 1
hv : a v = 0
P : ℂ[X]
x : V
h : a (b x) - b (a x) = x
⊢ a (b (a (b x) + -1 • b (a x))) = a (b x) + (-1 • b (a x) + b (a (a (b x) + -1 • b (a x))))
```

The mended proof, as a diff:

```diff
@@ -17,6 +17,5 @@
     have h := LinearMap.congr_fun hab x
     simp only [LinearMap.sub_apply, Module.End.mul_apply, Module.End.one_apply] at h
-    rw [← h]
-    abel
+    exact sub_eq_iff_eq_add'.mp h
   -- the ladder relation on the number states
   have ladder : ∀ n : ℕ, a ((b ^ (n + 1)) v) = ((n : ℂ) + 1) • (b ^ n) v := by
```

Diagnosis. The error lies in `hc`, the pointwise commutation rule. There `h` says `a (b x) - b (a x) = x`, and `rw [← h]` replaces `x` by the left side. But it replaces every `x` in the goal, including those inside `a (b x)` and `b (a x)`, not just the lone summand at the end. The goal becomes an identity between nested applications of `a` and `b`.

`abel` can rearrange sums, but it does not use the linearity of `a` and `b` to open up those applications, nor the commutator. It therefore fails to close the goal. The suggestion of `abel_nf` offers only normalisation, and the "unsolved goals" error shows the rearranged equation that remains.

The repair does no rewriting. `sub_eq_iff_eq_add'` says that a difference `p - q` equals `r` exactly when `p = q + r`. Its forward direction, `.mp`, applied to `h` gives `a (b x) = b (a x) + x`, which is the original goal, so `exact` closes it.
